# A criterion for a positive gap in the finite-level BCS equation, and its uniqueness

Let $x_1,\dots,x_N$ be finitely many, and at least one, nonzero level energies measured from the chemical potential. For coupling $g>0$ and inverse temperature $\beta>0$, the BCS gap equation

$$1=F(D),\qquad F(D)=g\sum_k\frac{\tanh(\beta E_k/2)}{2E_k},\qquad E_k=\sqrt{x_k^2+D^2},$$

has a solution $D>0$ if and only if $F(0)>1$, and that solution is unique.

The physical question is whether attractive pairing, expressed by $g>0$, sustains a superconducting gap at a given temperature. Mean-field self-consistency reads $D=D\,F(D)$. The normal state $D=0$ always satisfies it, and any paired state must satisfy $F(D)=1$. Textbooks usually write $\Delta$ for $D$ and $\xi_k$ for $x_k$. Each $k$ labels one pair of time-reversed states, such as spin up and spin down in the same orbital, so $N$ counts pairs of states and not single spin states. In BCS calculations with constant pairing on a finite set of levels and a fixed chemical potential, the criterion decides from the coupling, the temperature and the normal-state energies whether a paired solution exists, without solving for $D$.

## A decreasing function crosses one at most once

Put $u_k=\beta E_k/2$. Each term of the sum is then

$$\frac{\tanh(\beta E_k/2)}{2E_k}=\frac{\beta}{4}\,\frac{\tanh u_k}{u_k}.$$

Writing $\tanh u/u=\sinh u/(u\cosh u)$ and using $\cosh^2u-\sinh^2u=1$ gives

$$\frac{d}{du}\frac{\tanh u}{u}=\frac{u\cosh^2u-\sinh u\,(\cosh u+u\sinh u)}{(u\cosh u)^2}=\frac{u-\sinh u\cosh u}{(u\cosh u)^2}.$$

For $u>0$ we have $u<\sinh u\le\sinh u\cosh u$, so the derivative is negative. Since every $E_k$ grows strictly with $D\ge0$, $F$ decreases strictly on $[0,\infty)$. Two different positive solutions are therefore impossible, and a solution $D>0$ forces $F(0)>F(D)=1$.

For the converse, $\tanh u<1$ and $E_k\ge D$ give, for $D>0$,

$$F(D)<\frac{gN}{2D}.$$

At $D=gN/2$ the bound equals one, so $F(gN/2)<1$. If $F(0)>1$, continuity supplies a point of $[0,gN/2]$ where $F=1$, and it is not $0$.

The same bound shows that every positive solution satisfies $D<gN/2$. Cooling at fixed $x_k$ also enlarges the gap. Write $F_\beta$ for $F$ at inverse temperature $\beta$, and let $D_1,D_2>0$ solve the equation at $\beta_1<\beta_2$. For $u_1<u_2$,

$$\tanh u_2-\tanh u_1=\frac{\sinh(u_2-u_1)}{\cosh u_1\cosh u_2}>0,$$

so $F_{\beta_2}(D_1)>F_{\beta_1}(D_1)=1=F_{\beta_2}(D_2)$. As $F_{\beta_2}$ is decreasing, $D_1<D_2$.

## Bisection for two levels

Take $x=\pm1$, $g=2$ and $\beta=4$ in a common energy unit. Then $F(0)=2\tanh 2\approx1.93$, so a positive gap exists, and it lies between $0$ and $gN/2=2$. At the midpoint $D=1$, $F\approx1.40$ is still above one, so the solution lies in $[1,2]$. Further halving leads to $D\approx1.730$. Had $F(0)$ been at most one, the calculation would have stopped at $D=0$.

## Levels and the gap function in Lean

```lean
import Mathlib

open Finset

namespace BCSGapEquation

noncomputable section
```

The function `energy` is the quasiparticle energy $E_k$.

```lean
/-- The quasiparticle energy `√(ξ² + D²)` of a level at energy `ξ` from the chemical
potential, for gap `D`. -/
def energy (ξ D : ℝ) : ℝ := √(ξ ^ 2 + D ^ 2)
```

The levels form a function `x : ι → ℝ` on a finite index type, so degenerate levels are allowed and $N$ is `Fintype.card ι`. The function `gapRHS` is $F$, with the factor $2E_k$ in the denominator and Boltzmann's constant absorbed into $\beta$. The coupling and the gap are the same for all levels, and the chemical potential is fixed.

```lean
/-- The right side of the BCS gap equation with coupling `g`, inverse temperature `β` and levels
`x k`, as a function of the gap `D`. Where a quasiparticle energy is zero, Lean's division by zero
makes that level's term `0`. -/
def gapRHS {ι : Type*} [Fintype ι] (g β : ℝ) (x : ι → ℝ) (D : ℝ) : ℝ :=
  g * ∑ k, Real.tanh (β * energy (x k) D / 2) / (2 * energy (x k) D)
```

The step from a pairing Hamiltonian to this equation, the mean-field approximation, is taken as given.

A quasiparticle energy is positive as soon as either the level energy or the gap is nonzero. The first alternative serves at $D=0$, the second at positive gap.

```lean
/-- The quasiparticle energy is positive if the level energy or the gap is nonzero. -/
theorem energy_pos {ξ D : ℝ} (h : ξ ≠ 0 ∨ D ≠ 0) : 0 < energy ξ D := by
  rcases h with h | h <;> exact Real.sqrt_pos.2 (by positivity)
```

## Each level contributes less as the gap grows

The next theorem is the calculus step. The local fact `hd` records the derivative found above, and `strictAntiOn_of_deriv_neg` turns its negative sign into strict decrease.

```lean
/-- The function `tanh u / u` is strictly decreasing for `u > 0`. -/
theorem tanh_div_strictAntiOn :
    StrictAntiOn (fun u : ℝ => Real.tanh u / u) (Set.Ioi 0) := by
  have hd : ∀ u : ℝ, 0 < u → HasDerivAt (fun u : ℝ => Real.tanh u / u)
      ((u - Real.sinh u * Real.cosh u) / (u * Real.cosh u) ^ 2) u := by
    intro u hu
    have h := (Real.hasDerivAt_sinh u).fun_div
      ((hasDerivAt_id' u).fun_mul (Real.hasDerivAt_cosh u))
      (mul_ne_zero hu.ne' (Real.cosh_pos u).ne')
    have e : (fun u : ℝ => Real.tanh u / u) =
        fun u => Real.sinh u / (u * Real.cosh u) := by
      funext v
      rw [Real.tanh_eq_sinh_div_cosh, div_div, mul_comm]
    rw [e]
    refine h.congr_deriv ?_
    congr 1
    linear_combination u * Real.cosh_sq u
  apply strictAntiOn_of_deriv_neg (convex_Ioi 0)
    (fun u hu => (hd u hu).continuousAt.continuousWithinAt)
  intro u hu
  rw [interior_Ioi] at hu
  have hu' : 0 < u := hu
  rw [(hd u hu').deriv]
  have hc := Real.cosh_pos u
  -- the sign of the derivative follows from `u < sinh u ≤ sinh u * cosh u`
  apply div_neg_of_neg_of_pos
  · have h1 := Real.self_lt_sinh_iff.2 hu'
    nlinarith [mul_nonneg (hu'.trans h1).le (sub_nonneg.2 (Real.one_le_cosh u))]
  · positivity
```

To pass to the sum, `hs` rewrites each term as $\beta/4$ times $\tanh u/u$. The comparison is then made level by level. `Nonempty ι` makes the sum's inequality strict; an empty sum would be constant.

```lean
variable {ι : Type*} [Fintype ι] {g β : ℝ} {x : ι → ℝ}

/-- For positive coupling and temperature, and at least one level, a larger gap strictly
lowers the right side of the gap equation, provided all quasiparticle energies at the
smaller gap `D ≥ 0` are positive. -/
theorem gapRHS_lt_of_lt [Nonempty ι] (hg : 0 < g) (hβ : 0 < β) {D D' : ℝ} (hD : 0 ≤ D)
    (hE : ∀ k, 0 < energy (x k) D) (h : D < D') :
    gapRHS g β x D' < gapRHS g β x D := by
  have hs : ∀ E : ℝ, 0 < E → Real.tanh (β * E / 2) / (2 * E) =
      β / 4 * (Real.tanh (β * E / 2) / (β * E / 2)) := by
    intro E hE
    generalize Real.tanh (β * E / 2) = t
    rw [← mul_div_assoc, div_eq_div_iff (by positivity) (by positivity)]
    ring
  unfold gapRHS
  refine mul_lt_mul_of_pos_left
    (Finset.sum_lt_sum_of_nonempty Finset.univ_nonempty fun k _ => ?_) hg
  have h0 := hE k
  have hlt : energy (x k) D < energy (x k) D' :=
    Real.sqrt_lt_sqrt (by positivity) (by nlinarith)
  have h1 := h0.trans hlt
  have m0 : 0 < β * energy (x k) D / 2 := by positivity
  have m1 : 0 < β * energy (x k) D' / 2 := by positivity
  have hm : β * energy (x k) D / 2 < β * energy (x k) D' / 2 := by gcongr
  -- each level contributes a multiple of `tanh u / u` with `u = β E / 2`
  have key : Real.tanh (β * energy (x k) D' / 2) / (β * energy (x k) D' / 2) <
      Real.tanh (β * energy (x k) D / 2) / (β * energy (x k) D / 2) :=
    tanh_div_strictAntiOn m0 m1 hm
  have key2 := mul_lt_mul_of_pos_left key (by positivity : 0 < β / 4)
  rw [← hs _ h0, ← hs _ h1] at key2
  exact key2
```

## Continuity and the upper bound

The condition $x_k\ne0$ gives continuity at $D=0$, and the main theorem uses it again to compare $F(0)$ with $F$ at a positive gap. Lean sets division by zero to zero, so a level at the chemical potential would contribute $0$ at $D=0$ instead of the limit $g\beta/4$.

```lean
/-- If no level lies at the chemical potential, the right side of the gap equation is
continuous in the gap. -/
theorem continuous_gapRHS (hx : ∀ k, x k ≠ 0) : Continuous (gapRHS g β x) := by
  have ht : Continuous Real.tanh := by
    have e : Real.tanh = fun u => Real.sinh u / Real.cosh u :=
      funext Real.tanh_eq_sinh_div_cosh
    rw [e]
    exact Real.continuous_sinh.div Real.continuous_cosh fun u => (Real.cosh_pos u).ne'
  have hE : ∀ k, Continuous (fun D => energy (x k) D) := by
    intro k
    unfold energy
    fun_prop
  unfold gapRHS
  refine continuous_const.mul (continuous_finsetSum _ fun k _ => ?_)
  exact (ht.comp ((continuous_const.mul (hE k)).div_const 2)).div
    (continuous_const.mul (hE k))
    fun D => (mul_pos two_pos (energy_pos (Or.inl (hx k)))).ne'
```

The bound $gN/(2D)$ combines two estimates: $D\le E_k$, and $\tanh u<1$, which follows from $\cosh u-\sinh u=e^{-u}>0$.

```lean
/-- For positive coupling, at least one level and gap `D > 0`, the right side of the gap
equation is below `g N / (2 D)`, where `N` is the number of levels. -/
theorem gapRHS_lt_bound [Nonempty ι] (hg : 0 < g) {D : ℝ} (hD : 0 < D) :
    gapRHS g β x D < g * Fintype.card ι / (2 * D) := by
  have hs : ∑ k, Real.tanh (β * energy (x k) D / 2) / (2 * energy (x k) D) <
      ∑ _k : ι, 1 / (2 * D) := by
    refine Finset.sum_lt_sum_of_nonempty Finset.univ_nonempty fun k _ => ?_
    have hE : 0 < energy (x k) D := energy_pos (Or.inr hD.ne')
    have hDE : D ≤ energy (x k) D := (Real.le_sqrt' hD).2 (by nlinarith [sq_nonneg (x k)])
    have ht : Real.tanh (β * energy (x k) D / 2) < 1 := by
      rw [Real.tanh_eq_sinh_div_cosh, div_lt_one (Real.cosh_pos _)]
      linarith [Real.cosh_sub_sinh (β * energy (x k) D / 2),
        Real.exp_pos (-(β * energy (x k) D / 2))]
    exact (div_lt_div_of_pos_right ht (by positivity)).trans_le
      (one_div_le_one_div_of_le (by positivity) (by linarith))
  calc gapRHS g β x D < g * ∑ _k : ι, 1 / (2 * D) := mul_lt_mul_of_pos_left hs hg
    _ = g * Fintype.card ι / (2 * D) := by
      rw [Finset.sum_const, Finset.card_univ, nsmul_eq_mul]
      ring
```

## Existence and uniqueness together

The main theorem is a conjunction. Its first part is the equivalence between a positive solution and `1 < gapRHS g β x 0`; its second says that any two positive solutions are equal.

Existence rests on `intermediate_value_Icc'`, Mathlib's intermediate value theorem for a function whose value at the left endpoint is the larger one. Its conclusion is an inclusion of sets: for $a\le b$ and $f$ continuous on $[a,b]$, the interval $[f(b),f(a)]$ lies in the image of $[a,b]$. Here the pair `⟨h1.le, h0.le⟩` proves that $1$ belongs to $[F(gN/2),F(0)]$. The inclusion then returns a `D` in the closed interval with $F(D)=1$. That interval contains $0$, so the proof still has to exclude $D=0$, which it does because $F(0)>1$.

```lean
/-- For positive coupling and temperature and finitely many (at least one) levels, none at
the chemical potential, the BCS gap equation has a solution `D > 0` exactly when its right
side at `D = 0` exceeds `1`, and any two positive solutions are equal. -/
theorem gap_equation_solvable_iff [Nonempty ι] (hg : 0 < g) (hβ : 0 < β)
    (hx : ∀ k, x k ≠ 0) :
    ((∃ D, 0 < D ∧ 1 = gapRHS g β x D) ↔ 1 < gapRHS g β x 0) ∧
      ∀ D D', 0 < D → 0 < D' → 1 = gapRHS g β x D → 1 = gapRHS g β x D' → D = D' := by
  have anti : ∀ D D', 0 ≤ D → D < D' → gapRHS g β x D' < gapRHS g β x D :=
    fun D D' hD h => gapRHS_lt_of_lt hg hβ hD (fun k => energy_pos (Or.inl (hx k))) h
  refine ⟨⟨?_, ?_⟩, ?_⟩
  · rintro ⟨D, hD, h⟩
    linarith [anti 0 D le_rfl hD]
  · intro h0
    have hN : (0 : ℝ) < Fintype.card ι := Nat.cast_pos.2 Fintype.card_pos
    have hM : 0 < g * Fintype.card ι / 2 := by positivity
    -- at `D = g N / 2` the right side has dropped below one
    have h1 : gapRHS g β x (g * Fintype.card ι / 2) < 1 := by
      have hb := gapRHS_lt_bound (β := β) (x := x) hg hM
      rwa [mul_div_cancel₀ _ (two_ne_zero' ℝ), div_self (by positivity)] at hb
    obtain ⟨D, hD, h⟩ := intermediate_value_Icc' hM.le
      (continuous_gapRHS (g := g) (β := β) hx).continuousOn ⟨h1.le, h0.le⟩
    refine ⟨D, lt_of_le_of_ne hD.1 ?_, h.symm⟩
    rintro rfl
    linarith
  · intro D D' hD hD' h h'
    rcases lt_trichotomy D D' with hlt | heq | hgt
    · linarith [anti D D' hD.le hlt]
    · exact heq
    · linarith [anti D' D hD'.le hgt]
```

## The size of the gap and its growth on cooling

Both remaining theorems allow levels at the chemical potential, because a positive gap already keeps all energies positive. The first reads the upper bound at a solution.

```lean
/-- For positive coupling and at least one level, every solution `D > 0` of the gap equation
is smaller than `g N / 2`, where `N` is the number of levels. -/
theorem gap_lt [Nonempty ι] (hg : 0 < g) {D : ℝ} (hD : 0 < D)
    (h : 1 = gapRHS g β x D) : D < g * Fintype.card ι / 2 := by
  have hb := gapRHS_lt_bound (β := β) (x := x) hg hD
  rw [← h, lt_div_iff₀ (by positivity)] at hb
  linarith
```

The second compares solutions at two temperatures with the same `x`, hence with the same chemical potential. It assumes that both positive gaps exist. `hT` is the inequality $F_{\beta_1}(D_1)<F_{\beta_2}(D_1)$, and the cases $D_2<D_1$ and $D_2=D_1$ are then refuted separately.

```lean
/-- Cooling enlarges the gap: for positive coupling and at least one level, if positive gaps
`D₁` and `D₂` solve the gap equation at inverse temperatures `0 < β₁ < β₂`, then
`D₁ < D₂`. -/
theorem gap_increases_on_cooling [Nonempty ι] (hg : 0 < g) {β₁ β₂ D₁ D₂ : ℝ}
    (hβ₁ : 0 < β₁) (hβ : β₁ < β₂) (hD₁ : 0 < D₁) (hD₂ : 0 < D₂)
    (h₁ : 1 = gapRHS g β₁ x D₁) (h₂ : 1 = gapRHS g β₂ x D₂) : D₁ < D₂ := by
  -- at fixed gap, the right side grows with the inverse temperature
  have hT : gapRHS g β₁ x D₁ < gapRHS g β₂ x D₁ := by
    unfold gapRHS
    refine mul_lt_mul_of_pos_left
      (Finset.sum_lt_sum_of_nonempty Finset.univ_nonempty fun k _ => ?_) hg
    have hE : 0 < energy (x k) D₁ := energy_pos (Or.inr hD₁.ne')
    have hu : β₁ * energy (x k) D₁ / 2 < β₂ * energy (x k) D₁ / 2 := by gcongr
    refine div_lt_div_of_pos_right ?_ (by positivity)
    rw [Real.tanh_eq_sinh_div_cosh, Real.tanh_eq_sinh_div_cosh,
      div_lt_div_iff₀ (Real.cosh_pos _) (Real.cosh_pos _)]
    have hs := Real.sinh_pos_iff.2 (sub_pos.2 hu)
    rw [Real.sinh_sub] at hs
    linarith
  by_contra hn
  rcases (not_lt.1 hn).lt_or_eq with hlt | heq
  · linarith [gapRHS_lt_of_lt (x := x) hg (hβ₁.trans hβ) hD₂.le
      (fun k => energy_pos (Or.inr hD₂.ne')) hlt]
  · rw [heq] at h₂
    linarith

end

end BCSGapEquation
```

```lean
#print axioms BCSGapEquation.gap_equation_solvable_iff
#print axioms BCSGapEquation.gap_lt
#print axioms BCSGapEquation.gap_increases_on_cooling
```

```
'BCSGapEquation.gap_equation_solvable_iff' depends on axioms: [propext, Classical.choice, Quot.sound]
'BCSGapEquation.gap_lt' depends on axioms: [propext, Classical.choice, Quot.sound]
'BCSGapEquation.gap_increases_on_cooling' depends on axioms: [propext, Classical.choice, Quot.sound]
```
